# Equality in Weyl's eigenvalue inequalities means a shared eigenvector

Energy levels are represented here as an increasing list numbered from zero, with a degenerate level repeated according to its multiplicity. If a_i, b_j and c_k are the levels, in this numbering, of two Hermitian operators A and B on a finite-dimensional space and of their sum A+B, the lower Weyl inequality is

c_k ≥ a_i + b_j, k = i + j.

Numbering from one turns the index condition into k = i + j − 1. The main theorem characterises equality: it holds exactly when one nonzero vector x satisfies Ax = a_i x, Bx = b_j x and (A+B)x = c_k x.

For finite-dimensional model Hamiltonians, this tells us when bounding a ground-state energy from below by the sum of the ground-state energies of two parts loses nothing: the parts must share a ground state.

## A finite-dimensional complex state space

The states form a complex inner product space `E`, and `hn : finrank ℂ E = n` fixes its dimension. A finite spin system or a Hamiltonian in a finite basis set fits this description; an operator with continuous spectrum does not, and it may have no eigenvectors at all. Finite dimension provides the complete list of levels, and later the count of orthogonality conditions.

In Lean 4 with Mathlib:

```lean
import Mathlib

open Module

namespace WeylEquality

noncomputable section

variable {E : Type*} [NormedAddCommGroup E] [InnerProductSpace ℂ E] [FiniteDimensional ℂ E]
  {n : ℕ} {A B T : E →ₗ[ℂ] E}
```

`level` sorts Mathlib's eigenvalues increasingly, and `levelBasis` puts the orthonormal eigenvectors in the same order.

```lean
/-- The eigenvalues of a Hermitian operator in increasing order, repeated according to
multiplicity and numbered from zero. -/
def level (hT : T.IsSymmetric) (hn : finrank ℂ E = n) (k : Fin n) : ℝ :=
  hT.eigenvalues hn (Tuple.sort (hT.eigenvalues hn) k)

/-- An orthonormal basis of eigenvectors, in the order of the levels. -/
def levelBasis (hT : T.IsSymmetric) (hn : finrank ℂ E = n) : OrthonormalBasis (Fin n) ℂ E :=
  (hT.eigenvectorBasis hn).reindex (Tuple.sort (hT.eigenvalues hn)).symm

/-- The levels increase, and each basis vector is an eigenvector for its level. -/
theorem level_spec (hT : T.IsSymmetric) (hn : finrank ℂ E = n) :
    Monotone (level hT hn) ∧
      ∀ k, T (levelBasis hT hn k) = (level hT hn k : ℂ) • levelBasis hT hn k := by
  refine ⟨Tuple.monotone_sort (hT.eigenvalues hn), fun k => ?_⟩
  rw [levelBasis, OrthonormalBasis.reindex_apply, Equiv.symm_symm]
  exact hT.apply_eigenvectorBasis hn _
```

## Hermitian operators: energy as a weighted sum

`IsSymmetric` says that ⟨Tx, y⟩ = ⟨x, Ty⟩, so T is an observable with real levels t_k and orthonormal eigenvectors u_k. For a reference energy e, moving T to the left side of the inner product gives

⟨u_k, (T − e)x⟩ = (t_k − e)⟨u_k, x⟩.

This is `inner_residual`.

```lean
/-- In the eigenbasis, `T - e` multiplies each amplitude by the level measured from `e`. -/
theorem inner_residual (hT : T.IsSymmetric) (hn : finrank ℂ E = n) (e : ℝ) (x : E) (k : Fin n) :
    inner ℂ (levelBasis hT hn k) (T x - (e : ℂ) • x) =
      ((level hT hn k - e : ℝ) : ℂ) * inner ℂ (levelBasis hT hn k) x := by
  rw [inner_sub_right, ← hT (levelBasis hT hn k) x, (level_spec hT hn).2, inner_smul_left,
    inner_smul_right, Complex.conj_ofReal]
  push_cast
  ring
```

Inserting the complete eigenbasis then gives the energy excess

Re⟨x, (T − e)x⟩ = Σ_k (t_k − e)|⟨u_k, x⟩|².

If every term vanishes, then for each k either t_k = e or ⟨u_k, x⟩ = 0. All components of (T − e)x are therefore zero, and Tx = ex. `energy_excess` contains both statements. The vector x need not be normalised: for x ≠ 0, the mean energy minus e is the excess divided by ‖x‖².

```lean
/-- For any vector `x`, normalised or not, the real part of `⟨x, (T - e) x⟩` is the sum of the
levels measured from `e`, each weighted by the squared modulus of its amplitude in `x`; if every
term vanishes, then `T x = e x`. -/
theorem energy_excess (hT : T.IsSymmetric) (hn : finrank ℂ E = n) (e : ℝ) (x : E) :
    (inner ℂ x (T x - (e : ℂ) • x)).re =
        ∑ k, (level hT hn k - e) * Complex.normSq (inner ℂ (levelBasis hT hn k) x) ∧
      ((∀ k, (level hT hn k - e) * Complex.normSq (inner ℂ (levelBasis hT hn k) x) = 0) →
        T x = (e : ℂ) • x) := by
  constructor
  · rw [← (levelBasis hT hn).sum_inner_mul_inner x (T x - (e : ℂ) • x), Complex.re_sum]
    refine Finset.sum_congr rfl fun k _ => ?_
    rw [inner_residual, ← inner_conj_symm x (levelBasis hT hn k)]
    simp only [Complex.mul_re, Complex.mul_im, Complex.conj_re, Complex.conj_im,
      Complex.ofReal_re, Complex.ofReal_im, Complex.normSq_apply]
    ring
  · intro h
    -- the residual vector has no component along any eigenvector
    rw [← sub_eq_zero, ← inner_self_eq_zero (𝕜 := ℂ),
      ← (levelBasis hT hn).sum_inner_mul_inner]
    refine Finset.sum_eq_zero fun k _ => ?_
    rw [inner_residual]
    rcases mul_eq_zero.1 (h k) with h | h
    · rw [h]; simp
    · rw [Complex.normSq_eq_zero.1 h]; simp
```

Without Hermiticity the shared-eigenvector criterion of the main theorem fails even when all eigenvalues are real. Take the matrices, written by rows,

A = [1 0; 0 0], B = [1 1; 0 0], A+B = [2 1; 0 0].

The lowest eigenvalues are 0, 0 and 0, so they add. But A has the eigenvector (0, 1) for eigenvalue 0, while B has (1, −1), and no nonzero vector serves both.

## Increasing order: a sign for every term

Suppose x has no component on levels below e. Each remaining term in the sum has t_k − e ≥ 0, so the excess is nonnegative. If it is zero, every term is zero and Tx = ex. This is the variational principle restricted to the upper levels, together with its equality case.

```lean
/-- A state without components on levels below `e` has mean energy at least `e`, and if the
mean energy is exactly `e` it satisfies `T x = e x`. -/
theorem excess_above (hT : T.IsSymmetric) (hn : finrank ℂ E = n) {e : ℝ} {x : E}
    (h : ∀ k, level hT hn k < e → inner ℂ (levelBasis hT hn k) x = 0) :
    0 ≤ (inner ℂ x (T x - (e : ℂ) • x)).re ∧
      ((inner ℂ x (T x - (e : ℂ) • x)).re = 0 → T x = (e : ℂ) • x) := by
  have hk : ∀ k, 0 ≤ (level hT hn k - e) *
      Complex.normSq (inner ℂ (levelBasis hT hn k) x) := by
    intro k
    rcases lt_or_ge (level hT hn k) e with hlt | hge
    · rw [h k hlt]; simp
    · exact mul_nonneg (sub_nonneg.2 hge) (Complex.normSq_nonneg _)
  rw [(energy_excess hT hn e x).1]
  exact ⟨Finset.sum_nonneg fun k _ => hk k, fun h0 => (energy_excess hT hn e x).2 fun k =>
    (Finset.sum_eq_zero_iff_of_nonneg fun k _ => hk k).1 h0 k (Finset.mem_univ k)⟩
```

If x has no component on levels above e, all signs reverse.

```lean
/-- A state without components on levels above `e` has mean energy at most `e`, and if the
mean energy is exactly `e` it satisfies `T x = e x`. -/
theorem excess_below (hT : T.IsSymmetric) (hn : finrank ℂ E = n) {e : ℝ} {x : E}
    (h : ∀ k, e < level hT hn k → inner ℂ (levelBasis hT hn k) x = 0) :
    (inner ℂ x (T x - (e : ℂ) • x)).re ≤ 0 ∧
      ((inner ℂ x (T x - (e : ℂ) • x)).re = 0 → T x = (e : ℂ) • x) := by
  have hk : ∀ k, (level hT hn k - e) *
      Complex.normSq (inner ℂ (levelBasis hT hn k) x) ≤ 0 := by
    intro k
    rcases lt_or_ge e (level hT hn k) with hlt | hge
    · rw [h k hlt]; simp
    · exact mul_nonpos_of_nonpos_of_nonneg (sub_nonpos.2 hge) (Complex.normSq_nonneg _)
  rw [(energy_excess hT hn e x).1]
  exact ⟨Finset.sum_nonpos fun k _ => hk k, fun h0 => (energy_excess hT hn e x).2 fun k =>
    (Finset.sum_eq_zero_iff_of_nonpos fun k _ => hk k).1 h0 k (Finset.mem_univ k)⟩
```

Order enters when index conditions are turned into these energy conditions: a level strictly below a_i must have an index below i. The proof of the main theorem obtains this from monotonicity through `reflect_lt`. With arbitrary labels, removing the first i eigenvectors need not remove all the levels below a_i.

## The index condition k = i + j: room for one state

The hypothesis `hk` fixes which three levels are compared. Because `k : Fin n`, it also ensures i + j < n.

Ask x to be orthogonal to the eigenvectors of A with index below i, those of B with index below j, and those of A+B with index above k. The number of conditions is

i + j + (n − 1 − k) = n − 1.

Fewer than n linear conditions on an n-dimensional space leave a nonzero solution. For this x,

Re⟨x, (A − a_i)x⟩ ≥ 0,
Re⟨x, (B − b_j)x⟩ ≥ 0,
Re⟨x, (A+B − c_k)x⟩ ≤ 0.

If c_k = a_i + b_j, the third quantity is the sum of the first two. All three must vanish, and each equality case supplies an eigenvalue equation for x.

The additivity is `excess_add`:

```lean
omit [FiniteDimensional ℂ E] in
/-- Energies measured from reference values add when the operators and references add. -/
theorem excess_add (A B : E →ₗ[ℂ] E) (a b : ℝ) (x : E) :
    (inner ℂ x ((A + B) x - ((a + b : ℝ) : ℂ) • x)).re =
      (inner ℂ x (A x - (a : ℂ) • x)).re + (inner ℂ x (B x - (b : ℂ) • x)).re := by
  have h : (A + B) x - ((a + b : ℝ) : ℂ) • x = (A x - (a : ℂ) • x) + (B x - (b : ℂ) • x) := by
    rw [LinearMap.add_apply, Complex.ofReal_add]
    module
  rw [h, inner_add_right, Complex.add_re]
```

The dimension count is `exists_orthogonal`. It sends x to its list of selected amplitudes; if only x = 0 had all of them zero, this map would embed E in a space of smaller dimension.

```lean
omit [FiniteDimensional ℂ E] in
/-- If fewer than `n` vectors are selected from three orthonormal bases, some nonzero state is
orthogonal to all of them. -/
theorem exists_orthogonal (hn : finrank ℂ E = n) (b c d : OrthonormalBasis (Fin n) ℂ E)
    (S U R : Finset (Fin n)) (hcard : S.card + U.card + R.card < n) :
    ∃ x : E, x ≠ 0 ∧ (∀ k ∈ S, inner ℂ (b k) x = 0) ∧ (∀ k ∈ U, inner ℂ (c k) x = 0) ∧
      ∀ k ∈ R, inner ℂ (d k) x = 0 := by
  let v : {k // k ∈ S} ⊕ ({k // k ∈ U} ⊕ {k // k ∈ R}) → E :=
    Sum.elim (fun k => b k.1) (Sum.elim (fun k => c k.1) (fun k => d k.1))
  let f : E →ₗ[ℂ] ({k // k ∈ S} ⊕ ({k // k ∈ U} ⊕ {k // k ∈ R}) → ℂ) :=
    { toFun := fun x i => inner ℂ (v i) x
      map_add' := fun x y => funext fun i => inner_add_right (v i) x y
      map_smul' := fun r x => funext fun i => inner_smul_right (v i) x r }
  by_contra hcon
  -- otherwise the amplitudes would embed the space into one of smaller dimension
  have hf : Function.Injective f := by
    rw [← LinearMap.ker_eq_bot, LinearMap.ker_eq_bot']
    intro x hx
    by_contra h0
    exact hcon ⟨x, h0, fun k hk => congrFun hx (Sum.inl ⟨k, hk⟩),
      fun k hk => congrFun hx (Sum.inr (Sum.inl ⟨k, hk⟩)),
      fun k hk => congrFun hx (Sum.inr (Sum.inr ⟨k, hk⟩))⟩
  have hle := LinearMap.finrank_le_finrank_of_injective hf
  simp only [hn, Module.finrank_fintype_fun_eq_card, Fintype.card_sum, Fintype.card_coe] at hle
  omega
```

In `weyl_eq_iff`, `Finset.Iio` and `Finset.Ioi` select the indices below and above a given one, and `linarith` draws the conclusion from the three signs.

The converse needs only x ≠ 0. Adding the eigenvalue equations gives (a_i + b_j)x = c_k x, and a nonzero x can be cancelled. If x = 0 were allowed, the right-hand side of the equivalence would always be true.

```lean
/-- Equality in the lower Weyl inequality: level `i + j` of `A + B` is the sum of level `i` of `A`
and level `j` of `B` exactly when one nonzero vector is an eigenvector of all three operators
for these levels. -/
theorem weyl_eq_iff (hA : A.IsSymmetric) (hB : B.IsSymmetric) (hn : finrank ℂ E = n)
    {i j k : Fin n} (hk : (k : ℕ) = i + j) :
    level (hA.add hB) hn k = level hA hn i + level hB hn j ↔
      ∃ x : E, x ≠ 0 ∧ A x = (level hA hn i : ℂ) • x ∧ B x = (level hB hn j : ℂ) • x ∧
        (A + B) x = (level (hA.add hB) hn k : ℂ) • x := by
  constructor
  · intro h
    have hlt := k.isLt
    obtain ⟨x, hx, h1, h2, h3⟩ := exists_orthogonal hn (levelBasis hA hn) (levelBasis hB hn)
      (levelBasis (hA.add hB) hn) (Finset.Iio i) (Finset.Iio j) (Finset.Ioi k)
      (by simp only [Fin.card_Iio, Fin.card_Ioi]; omega)
    obtain ⟨pA, eA⟩ := excess_above hA hn (e := level hA hn i) (x := x) fun m hm =>
      h1 m (Finset.mem_Iio.2 ((level_spec hA hn).1.reflect_lt hm))
    obtain ⟨pB, eB⟩ := excess_above hB hn (e := level hB hn j) (x := x) fun m hm =>
      h2 m (Finset.mem_Iio.2 ((level_spec hB hn).1.reflect_lt hm))
    obtain ⟨pC, eC⟩ := excess_below (hA.add hB) hn (e := level (hA.add hB) hn k) (x := x)
      fun m hm => h3 m (Finset.mem_Ioi.2 ((level_spec (hA.add hB) hn).1.reflect_lt hm))
    -- two nonnegative excesses add up to a nonpositive one, so all three vanish
    have hs := excess_add A B (level hA hn i) (level hB hn j) x
    rw [← h] at hs
    exact ⟨x, hx, eA (by linarith), eB (by linarith), eC (by linarith)⟩
  · rintro ⟨x, hx, ha, hb, hc⟩
    rw [LinearMap.add_apply, ha, hb, ← add_smul] at hc
    have h := smul_left_injective ℂ hx hc
    exact_mod_cast h.symm
```

Other index combinations can agree by accident. For spin 1 in units ħ = 1, S_z and S_x both have levels −1, 0, 1, and S_z + S_x has −√2, 0, √2. The middle levels add, 0 = 0 + 0, yet the zero eigenvectors of S_z and S_x differ. Here i = j = k = 1, which violates k = i + j.

## The mirrored condition i + j + 1 = k + n

The upper inequality c_k ≤ a_i + b_j applies under this relation. Now x avoids the levels of A above i, those of B above j, and those of A+B below k. The number of conditions is again

(n − 1 − i) + (n − 1 − j) + k = n − 1.

The three signs are reversed, and equality again forces all three excesses to vanish. The proof exchanges `excess_above` and `excess_below`.

```lean
/-- Equality in the upper Weyl inequality: if `i + j + 1 = k + n`, with levels numbered from zero,
then level `k` of `A + B` is the sum of level `i` of `A` and level `j` of `B` exactly when one
nonzero vector is an eigenvector of all three operators for these levels. -/
theorem weyl_upper_eq_iff (hA : A.IsSymmetric) (hB : B.IsSymmetric) (hn : finrank ℂ E = n)
    {i j k : Fin n} (hk : (i : ℕ) + j + 1 = k + n) :
    level (hA.add hB) hn k = level hA hn i + level hB hn j ↔
      ∃ x : E, x ≠ 0 ∧ A x = (level hA hn i : ℂ) • x ∧ B x = (level hB hn j : ℂ) • x ∧
        (A + B) x = (level (hA.add hB) hn k : ℂ) • x := by
  constructor
  · intro h
    have hi := i.isLt
    have hj := j.isLt
    obtain ⟨x, hx, h1, h2, h3⟩ := exists_orthogonal hn (levelBasis hA hn) (levelBasis hB hn)
      (levelBasis (hA.add hB) hn) (Finset.Ioi i) (Finset.Ioi j) (Finset.Iio k)
      (by simp only [Fin.card_Iio, Fin.card_Ioi]; omega)
    obtain ⟨pA, eA⟩ := excess_below hA hn (e := level hA hn i) (x := x) fun m hm =>
      h1 m (Finset.mem_Ioi.2 ((level_spec hA hn).1.reflect_lt hm))
    obtain ⟨pB, eB⟩ := excess_below hB hn (e := level hB hn j) (x := x) fun m hm =>
      h2 m (Finset.mem_Ioi.2 ((level_spec hB hn).1.reflect_lt hm))
    obtain ⟨pC, eC⟩ := excess_above (hA.add hB) hn (e := level (hA.add hB) hn k) (x := x)
      fun m hm => h3 m (Finset.mem_Iio.2 ((level_spec (hA.add hB) hn).1.reflect_lt hm))
    have hs := excess_add A B (level hA hn i) (level hB hn j) x
    rw [← h] at hs
    exact ⟨x, hx, eA (by linarith), eB (by linarith), eC (by linarith)⟩
  · rintro ⟨x, hx, ha, hb, hc⟩
    rw [LinearMap.add_apply, ha, hb, ← add_smul] at hc
    have h := smul_left_injective ℂ hx hc
    exact_mod_cast h.symm
```

A two-level example shows both relations. Let A = diag(0, 2) and B = diag(3, 1), so that A+B = diag(3, 3). The levels are (0, 2), (1, 3) and (3, 3).

- For i = 0, j = 1, k = 1, the lower case gives 3 = 0 + 3, with shared eigenvector (1, 0).
- For i = 1, j = 0, k = 0, the upper case gives 3 = 2 + 1, with shared eigenvector (0, 1).
- For i = j = k = 0, the lower inequality is strict, 3 > 0 + 1. The operators commute but have different ground states.

## At least one state: adding ground-state energies

The last theorem takes the dimension to be n + 1, so that level 0 exists; a zero-dimensional space has no ground state. It says that c_0 = a_0 + b_0 exactly when A and B have a common ground state.

The forward direction is the main theorem at i = j = k = 0. In the converse, x is not assumed to belong to the lowest level of A+B; the proof obtains c_0 = a_0 + b_0 from two variational bounds. The common ground state x satisfies (A+B)x = (a_0 + b_0)x, and as a trial state for A+B it gives

c_0‖x‖² ≤ (a_0 + b_0)‖x‖².

Dividing by ‖x‖² > 0 gives c_0 ≤ a_0 + b_0. Conversely, a normalised ground state y of A+B is a trial state for both parts:

c_0 = Re⟨y, Ay⟩ + Re⟨y, By⟩ ≥ a_0 + b_0.

In the proof, `low` is the variational bound, and y is `levelBasis (hA.add hB) hn 0`.

```lean
/-- The lowest energy of `A + B` is the sum of the lowest energies of `A` and `B` exactly when
`A` and `B` have a common ground state. -/
theorem ground_energy_add_iff (hA : A.IsSymmetric) (hB : B.IsSymmetric)
    (hn : finrank ℂ E = n + 1) :
    level (hA.add hB) hn 0 = level hA hn 0 + level hB hn 0 ↔
      ∃ x : E, x ≠ 0 ∧ A x = (level hA hn 0 : ℂ) • x ∧ B x = (level hB hn 0 : ℂ) • x := by
  constructor
  · intro h
    obtain ⟨x, hx, ha, hb, _⟩ :=
      (weyl_eq_iff hA hB hn (i := 0) (j := 0) (k := 0) (by simp)).1 h
    exact ⟨x, hx, ha, hb⟩
  · rintro ⟨x, hx, ha, hb⟩
    have low : ∀ {T : E →ₗ[ℂ] E} (hT : T.IsSymmetric) (y : E),
        0 ≤ (inner ℂ y (T y - (level hT hn 0 : ℂ) • y)).re := fun hT y =>
      (excess_above hT hn fun m hm =>
        absurd ((level_spec hT hn).1 (Fin.zero_le m)) (not_le_of_gt hm)).1
    apply le_antisymm
    · -- the common ground state is a trial state for the sum
      have h := low (hA.add hB) x
      have hs : (A + B) x = ((level hA hn 0 + level hB hn 0 : ℝ) : ℂ) • x := by
        rw [LinearMap.add_apply, ha, hb, ← add_smul, Complex.ofReal_add]
      have hp : 0 < ‖x‖ ^ 2 := pow_pos (norm_pos_iff.2 hx) 2
      have hq : (inner ℂ x x).re = ‖x‖ ^ 2 := inner_self_eq_norm_sq (𝕜 := ℂ) x
      rw [hs, ← sub_smul, ← Complex.ofReal_sub, inner_smul_right, Complex.re_ofReal_mul,
        hq] at h
      nlinarith
    · -- the ground state of the sum is a trial state for both parts
      have h := excess_add A B (level hA hn 0) (level hB hn 0) (levelBasis (hA.add hB) hn 0)
      have h1 := low hA (levelBasis (hA.add hB) hn 0)
      have h2 := low hB (levelBasis (hA.add hB) hn 0)
      have hq : inner ℂ (levelBasis (hA.add hB) hn 0) (levelBasis (hA.add hB) hn 0) = 1 := by
        rw [inner_self_eq_norm_sq_to_K, (levelBasis (hA.add hB) hn).orthonormal.1 0]
        simp
      rw [inner_residual (hA.add hB) hn, hq, mul_one, Complex.ofReal_re] at h
      linarith

end

end WeylEquality
```

In dimension one, A and B are multiplication by real numbers. Their levels always add, and every nonzero vector is a common ground state.

```lean
#print axioms WeylEquality.weyl_upper_eq_iff
#print axioms WeylEquality.ground_energy_add_iff
```

```
'WeylEquality.weyl_upper_eq_iff' depends on axioms: [propext, Classical.choice, Quot.sound]
'WeylEquality.ground_energy_add_iff' depends on axioms: [propext, Classical.choice, Quot.sound]
```
